# A stationary multiplier in constrained DFT enforces the constraint

Let \(X\) be a set of trial states, \(f(x)\) the energy of the state \(x\), and \(g(x)\) a real observable such as the electron number on a molecular fragment. The target value of \(g\) is \(N\). A real multiplier \(l\) couples the constraint to the energy:

\[
E_l(x) = f(x) + l\,(g(x)-N), \qquad W(l) = \min_{x\in X} E_l(x).
\]

The minimum is assumed to be attained for every real \(l\). Physically, this assumes that the system has a ground state however strong the constraint potential is, and whichever sign it has; a real system can fail this, for example if a strongly repulsive potential unbinds electrons. A minimiser at \(l\) is any state with \(E_l(x)=W(l)\); there may be several.

## From zero slope to the constrained minimum

The claim is that if \(W\) is differentiable at \(l_0\) with \(W'(l_0)=0\), then \(l_0\) maximises \(W\), and every minimiser \(x_0\) at \(l_0\) satisfies \(g(x_0)=N\), minimises \(f\) among the states with \(g=N\), and has \(f(x_0)=W(l_0)\).

Take a minimiser \(x_0\) at \(l_0\) and use it as a trial state at another \(l\):

\[
W(l) \le f(x_0)+l\,(g(x_0)-N) = W(l_0)+(l-l_0)(g(x_0)-N).
\]

Hence \(W(l)-l\,(g(x_0)-N)\) is largest at \(l=l_0\). Its derivative vanishes there, which gives the Hellmann-Feynman relation

\[
W'(l_0)=g(x_0)-N .
\]

If \(W'(l_0)=0\), then \(g(x_0)=N\), and the bound above becomes \(W(l)\le W(l_0)\) for all \(l\). For any \(y\) with \(g(y)=N\) the multiplier terms vanish, so

\[
f(x_0)=E_{l_0}(x_0)\le E_{l_0}(y)=f(y),
\]

and the first equality also gives \(f(x_0)=W(l_0)\).

The smallest case is a single state \(x\). Then \(W(l)=f(x)+l\,(g(x)-N)\) is a straight line, stationary only if \(g(x)=N\), in which case it is constant and every \(l\) maximises it.

In constrained DFT calculations with one constraint, the relation identifies the constraint error with the slope of \(W\), provided that the energy minimisation at each \(l\) reaches the global minimum and \(W\) is differentiable there.

## Energies, ground states and the function W in Lean

```lean
import Mathlib

open Set

namespace ConstrainedDFT
```

The energy \(E_l(x)\) is `cdftEnergy f g N l x`. The type `X` is arbitrary: its elements may be densities, determinants or wave functions, and no linear structure or topology is required.

```lean
/-- The energy `f` of a trial state `x` with the constraint `g = N` coupled in through the
multiplier `l`. -/
def cdftEnergy {X : Type*} (f g : X → ℝ) (N l : ℝ) (x : X) : ℝ :=
  f x + l * (g x - N)
```

`IsGroundState` says that `x` is a global minimiser at the multiplier `l`. A self-consistent solution that is only a local minimum does not qualify.

```lean
/-- The state `x` minimises the constrained-DFT energy at multiplier `l`. -/
def IsGroundState {X : Type*} (f g : X → ℝ) (N l : ℝ) (x : X) : Prop :=
  ∀ y, cdftEnergy f g N l x ≤ cdftEnergy f g N l y
```

`IsDualEnergy` says that `W l` is the least element of the set of energies, for every real `l`. This one hypothesis contains both the lower bound and its attainment, and it forces `X` to be nonempty. Whether a given density functional satisfies it is a separate question.

```lean
/-- `W l` is the minimum of the constrained-DFT energy over all states, attained for every
real multiplier `l`. -/
def IsDualEnergy {X : Type*} (f g : X → ℝ) (N : ℝ) (W : ℝ → ℝ) : Prop :=
  ∀ l, IsLeast (range (cdftEnergy f g N l)) (W l)
```

## The tangent bound and concavity

The first lemma identifies `W l₀` with the energy of any minimiser. One inequality holds because `W l₀` is a lower bound; the other compares `x₀` with a state `y` that attains the minimum.

```lean
variable {X : Type*} {f g : X → ℝ} {N l₀ : ℝ} {W : ℝ → ℝ} {x₀ : X}

/-- The energy of a minimising state at multiplier `l₀` is `W l₀`. -/
theorem dualEnergy_eq (hW : IsDualEnergy f g N W) (hx : IsGroundState f g N l₀ x₀) :
    W l₀ = cdftEnergy f g N l₀ x₀ := by
  apply le_antisymm ((hW l₀).2 ⟨x₀, rfl⟩)
  obtain ⟨y, hy⟩ := (hW l₀).1
  rw [← hy]
  exact hx y
```

The trial-state argument comes next. `h1` is the variational inequality at `l`, `h2` is the energy at `l₀`, and `linarith` combines them into the tangent bound.

```lean
/-- The minimising state at `l₀` bounds `W` from above by a straight line whose slope is the
constraint error `g x₀ - N`. -/
theorem dualEnergy_le_tangent (hW : IsDualEnergy f g N W)
    (hx : IsGroundState f g N l₀ x₀) (l : ℝ) :
    W l ≤ W l₀ + (l - l₀) * (g x₀ - N) := by
  -- use the state optimal at `l₀` as a trial state at `l`
  have h1 : W l ≤ cdftEnergy f g N l x₀ := (hW l).2 ⟨x₀, rfl⟩
  have h2 := dualEnergy_eq hW hx
  unfold cdftEnergy at h1 h2
  linarith
```

\(W\) is also concave, although the main theorem does not use this. For \(s,t\ge 0\) with \(s+t=1\), let \(x\) be a minimiser at \(sa+tb\). Since \(E_l(x)\) is affine in \(l\),

\[
sW(a)+tW(b)\le sE_a(x)+tE_b(x)=E_{sa+tb}(x)=W(sa+tb).
\]

The `calc` block follows this line, and `linear_combination` uses \(s+t=1\) for the term in \(f(x)\).

```lean
/-- The minimum energy `W` is a concave function of the multiplier. -/
theorem dualEnergy_concave (hW : IsDualEnergy f g N W) : ConcaveOn ℝ univ W := by
  refine ⟨convex_univ, fun a _ b _ s t hs ht hst => ?_⟩
  obtain ⟨x, hx⟩ := (hW (s • a + t • b)).1
  have ha : W a ≤ cdftEnergy f g N a x := (hW a).2 ⟨x, rfl⟩
  have hb : W b ≤ cdftEnergy f g N b x := (hW b).2 ⟨x, rfl⟩
  rw [← hx]
  simp only [smul_eq_mul]
  calc s * W a + t * W b
      ≤ s * cdftEnergy f g N a x + t * cdftEnergy f g N b x :=
        add_le_add (mul_le_mul_of_nonneg_left ha hs) (mul_le_mul_of_nonneg_left hb ht)
    _ = cdftEnergy f g N (s * a + t * b) x := by
        unfold cdftEnergy
        linear_combination f x * hst
```

## The slope is the constraint error

In Lean, `HasDerivAt W w l₀` means that \(W\) is differentiable at \(l_0\) with derivative \(w\). The proof shows that \(W(l)-l\,(g(x_0)-N)\) has a maximum at \(l_0\), computes its derivative as \(w-(g(x_0)-N)\), and sets that to zero. No derivative of the minimising state with respect to \(l\) is needed.

```lean
/-- Hellmann-Feynman theorem for the multiplier: where `W` is differentiable, its derivative is
the constraint error `g x₀ - N` of any minimising state. -/
theorem hellmann_feynman (hW : IsDualEnergy f g N W) (hx : IsGroundState f g N l₀ x₀)
    {w : ℝ} (hw : HasDerivAt W w l₀) : w = g x₀ - N := by
  -- after subtracting the tangent line, `W` has a maximum at `l₀`
  have hmax : IsLocalMax (fun l => W l - l * (g x₀ - N)) l₀ := by
    refine Filter.Eventually.of_forall fun l => ?_
    have h := dualEnergy_le_tangent hW hx l
    show W l - l * (g x₀ - N) ≤ W l₀ - l₀ * (g x₀ - N)
    linarith
  have hd := hw.fun_sub ((hasDerivAt_id' l₀).mul_const (g x₀ - N))
  have h0 := hmax.hasDerivAt_eq_zero hd
  linarith
```

With zero constraint error the tangent is horizontal, so \(l_0\) is a global maximiser. This direction needs no differentiability.

```lean
/-- If a minimising state at `l₀` meets the constraint, then `l₀` maximises `W`. -/
theorem maximises_of_constraint (hW : IsDualEnergy f g N W)
    (hx : IsGroundState f g N l₀ x₀) (hg : g x₀ = N) (l : ℝ) : W l ≤ W l₀ := by
  have h := dualEnergy_le_tangent hW hx l
  rw [hg] at h
  linarith
```

## The stationary multiplier

The main theorem assumes `IsDualEnergy` and a zero derivative at `l₀`. Its proof first obtains `g x = N` for every minimiser from the Hellmann-Feynman relation. For the maximum of `W` it takes a minimiser at `l₀`, which `IsDualEnergy` supplies, and applies the preceding lemma. The remaining two statements follow by removing the vanishing multiplier terms.

```lean
/-- If `W` is stationary at `l₀`, then `l₀` maximises `W`, and every minimising state at `l₀`
meets the constraint, has the lowest `f` among all states that meet it, and has `f` equal
to `W l₀`. -/
theorem stationary_multiplier (hW : IsDualEnergy f g N W) (hw : HasDerivAt W 0 l₀) :
    (∀ l, W l ≤ W l₀) ∧
      ∀ x, IsGroundState f g N l₀ x →
        g x = N ∧ (∀ y, g y = N → f x ≤ f y) ∧ f x = W l₀ := by
  -- a vanishing derivative means a vanishing constraint error
  have hg : ∀ x, IsGroundState f g N l₀ x → g x = N := fun x hx => by
    have h := hellmann_feynman hW hx hw
    linarith
  constructor
  · obtain ⟨x, hx⟩ := (hW l₀).1
    have hmin : IsGroundState f g N l₀ x := by
      intro y
      rw [hx]
      exact (hW l₀).2 ⟨y, rfl⟩
    exact maximises_of_constraint hW hmin (hg x hmin)
  · intro x hx
    refine ⟨hg x hx, fun y hy => ?_, ?_⟩
    · -- on the constraint surface the multiplier term drops out
      have h := hx y
      simpa [cdftEnergy, hg x hx, hy] using h
    · have h := dualEnergy_eq hW hx
      simp [h, cdftEnergy, hg x hx]
```

Where \(W\) is differentiable, maximality and the constraint are equivalent. In the new direction, a maximum has zero derivative, and that derivative is the constraint error.

```lean
/-- Where `W` is differentiable, a multiplier maximises `W` exactly when any given minimising state
there meets the constraint. -/
theorem maximises_iff_constraint (hW : IsDualEnergy f g N W)
    (hd : DifferentiableAt ℝ W l₀) (hx : IsGroundState f g N l₀ x₀) :
    (∀ l, W l ≤ W l₀) ↔ g x₀ = N := by
  constructor
  · intro h
    have hmax : IsLocalMax W l₀ := Filter.Eventually.of_forall h
    have h0 := hmax.hasDerivAt_eq_zero hd.hasDerivAt
    have h1 := hellmann_feynman hW hx hd.hasDerivAt
    linarith
  · exact maximises_of_constraint hW hx
```

## A maximum at a kink

Differentiability matters. Take two states with \(f=0\) and \(g=\pm1\), and set \(N=0\). Here \(X\) contains just these two states, without their superpositions.

```lean
/-- An observable with the values `1` and `-1` on the two states of a two-state system. -/
def twoState (b : Bool) : ℝ := if b then 1 else -1
```

The energies are \(l\) and \(-l\), so \(W(l)=-|l|\). Its maximum is at \(l=0\), where both states are minimisers, yet neither has \(g=0\). The two one-sided slopes, \(+1\) and \(-1\), are the constraint errors of the two states. The proof selects the lower state according to the sign of `l` and checks the lower bound for each state.

```lean
/-- For two states of equal energy and the constraint `twoState = 0`, `W l = -|l|` is maximal at
`l = 0`, yet no state meets the constraint. -/
theorem kink_violates_constraint :
    IsDualEnergy (fun _ => 0) twoState 0 (fun l => -|l|) ∧
      (∀ l : ℝ, -|l| ≤ -|(0 : ℝ)|) ∧ ∀ b, twoState b ≠ 0 := by
  refine ⟨fun l => ?_, fun l => by simp, fun b => by cases b <;> simp [twoState]⟩
  have ht : cdftEnergy (fun _ => 0) twoState 0 l true = l := by simp [cdftEnergy, twoState]
  have hf : cdftEnergy (fun _ => 0) twoState 0 l false = -l := by simp [cdftEnergy, twoState]
  constructor
  · rcases le_total 0 l with h | h
    · refine ⟨false, ?_⟩
      show cdftEnergy (fun _ => 0) twoState 0 l false = -|l|
      rw [hf, abs_of_nonneg h]
    · refine ⟨true, ?_⟩
      show cdftEnergy (fun _ => 0) twoState 0 l true = -|l|
      rw [ht, abs_of_nonpos h, neg_neg]
  · rintro _ ⟨b, rfl⟩
    cases b
    · rw [hf]
      exact neg_le_neg (le_abs_self l)
    · rw [ht]
      exact neg_abs_le l
```

## A harmonic energy with a fixed position

For \(f(x)=x^2\) and \(g(x)=x\) on the real line, completing the square gives

\[
x^2+l(x-N)=\left(x+\tfrac{l}{2}\right)^2-\tfrac{l^2}{4}-lN .
\]

The minimiser is \(x=-l/2\), and \(W(l)=-l^2/4-lN\). The slope \(-l/2-N\) vanishes at \(l=-2N\), where the minimiser is \(x=N\) and \(W=N^2=f(N)\). The theorem confirms the formula for \(W\), the zero derivative and the minimiser; `nlinarith` receives the completed squares as hints.

```lean
/-- For the harmonic energy `x ^ 2` with the constraint `x = N`, `W l = -l²/4 - l N` is stationary
at `l = -2 N`, where `x = N` is a minimising state. -/
theorem stationary_multiplier_witness (N : ℝ) :
    IsDualEnergy (fun x : ℝ => x ^ 2) (fun x => x) N (fun l => -(l * l) / 4 - l * N) ∧
      HasDerivAt (fun l : ℝ => -(l * l) / 4 - l * N) 0 (-2 * N) ∧
      IsGroundState (fun x : ℝ => x ^ 2) (fun x => x) N (-2 * N) N := by
  refine ⟨fun l => ⟨⟨-l / 2, ?_⟩, ?_⟩, ?_, fun y => ?_⟩
  · simp only [cdftEnergy]
    ring
  · rintro _ ⟨x, rfl⟩
    simp only [cdftEnergy]
    nlinarith [sq_nonneg (x + l / 2)]
  · have hi := hasDerivAt_id' (-2 * N)
    have h := ((hi.fun_mul hi).fun_neg.div_const 4).fun_sub (hi.mul_const N)
    exact h.congr_deriv (by ring)
  · simp only [cdftEnergy]
    nlinarith [sq_nonneg (y - N)]

end ConstrainedDFT
```

```lean
#print axioms ConstrainedDFT.dualEnergy_concave
#print axioms ConstrainedDFT.stationary_multiplier
#print axioms ConstrainedDFT.maximises_iff_constraint
#print axioms ConstrainedDFT.kink_violates_constraint
```

```
'ConstrainedDFT.dualEnergy_concave' depends on axioms: [propext, Classical.choice, Quot.sound]
'ConstrainedDFT.stationary_multiplier' depends on axioms: [propext, Classical.choice, Quot.sound]
'ConstrainedDFT.maximises_iff_constraint' depends on axioms: [propext, Classical.choice, Quot.sound]
'ConstrainedDFT.kink_violates_constraint' depends on axioms: [propext, Classical.choice, Quot.sound]
```
